# With equal κ and μ, TPSS and PBE exchange enhancement factors agree to order 1/p at large reduced gradient

## Does the extra TPSS structure survive in the tail?

Far from a molecule the density n decays, and the squared reduced gradient p = s² = |∇n|²/(4(3π²)^(2/3) n^(8/3)) becomes large. PBE exchange then approaches its ceiling 1+κ in a simple way. TPSS also uses the kinetic energy density τ, through a long algebraic expression. Why shouldn't τ change how the ceiling is approached?

## The cubic term sets the leading order

The modelling choice is to treat p as the independent variable and let z = τ_W/τ, with τ_W the von Weizsäcker kinetic energy density, be any function of p with values in (0,1]. At p = 0, where τ_W = 0, a real density falls outside this range, but that point has no bearing on the limit p → ∞. Both functionals use

F = 1 + k − k/(1 + x/k).

Here k is κ, which fixes the ceiling, and m is μ, the PBE gradient coefficient. PBE has x = m p, while TPSS has

x = (N + e m p³)/(1 + √e p)².

The TPSS parameter e (not a charge) sets where the large-gradient form takes over. N holds all the other terms, including those with z. Let k, m, e > 0 and |N| ≤ K(1+p²). For p ≥ 1 this gives |N|/p³ ≤ 2K/p, so

x/p = (N/p³ + e m)/(1/p + √e)² → e m/e = m.

Since 1 + k − F = k²/(k+x),

p(1 + k − F) = k²/(k/p + x/p) → k²/m.

PBE has the same limit, so τ does not enter at this order, provided that the TPSS N obeys the bound.

To check that, put α = (5p/3)(1/z − 1) ≥ 0, D = 1 + bα(α−1) and t = (α−1)/√D, where 0 < b ≤ 1 is the parameter that regularises q_b, the stand-in for the reduced Laplacian. Then D = 1 − b/4 + b(α−½)² > 0, and D − b(α−1)² = 1 − b + bα ≥ 0, so t² ≤ 1/b. Hence

q_b² = (9t/20 + 2p/3)² ≤ 81/(200b) + 8p²/9 ≤ (1+p²)/b.

The square root r multiplying q_b in N satisfies r² ≤ 1+p², and |q_b r| ≤ (q_b² + r²)/2. The other terms are at most quadratic in p, with coefficients bounded in z. So K exists and does not depend on z.

If N/p² → a, the next order follows from

x − m p = (N − m p − 2m√e p²)/(1+√e p)² → (a − 2m√e)/e,

F − F_PBE = k²(x − m p)/((k + m p)(k + x)).

Thus p²(F − F_PBE) → (k/m)²(a − 2m√e)/e. Unless a = 2m√e, agreement stops at order 1/p.

**A numerical instance.** To illustrate the general formulas, with simple numbers that are not the TPSS parameters and an N that is not the TPSS one, take k = m = e = 1 and N = p², so x = p²/(1+p). At p = 10, the scaled distance p(1+k−F) is 110/111 ≈ 0.991, against 10/11 ≈ 0.909 for PBE; both tend to 1. The scaled difference p²(F − F_PBE) is −1000/1221 ≈ −0.819, and its limit is −1.

**In a calculation.** For a spin-unpolarised density, the exchange energy can be computed by multiplying F at each grid point by the exchange energy density of a uniform gas of the same density and by a quadrature weight, then summing. At outer points with large p, the TPSS and PBE factors differ by less than any fixed positive multiple of 1/p, once p is large enough.

In the Lean code, `enhancement` is F, `tpssX` is x (its argument `n` is N, not the density), and `tpssRest` is the explicit TPSS N, with `c` weighting its z-dependent gradient term. `Tendsto … atTop (𝓝 L)` says that a quantity tends to L as p → ∞. `tail_of_bound` treats a general N, `tpss_pbe_agree` the TPSS one. `next_order` assumes the limit a and does not evaluate it for TPSS. The passage from p → ∞ to distance in a real density is left to physics, and the limits concern F, not exchange potentials.

```lean
import Mathlib

open Filter Topology

namespace TPSSExchangeTail

noncomputable section

/-- The exchange enhancement factor `F = 1 + k - k / (1 + x / k)` shared by PBE and TPSS,
for `k ≠ 0` and `k + x ≠ 0`. -/
def enhancement (k x : ℝ) : ℝ := 1 + k - k / (1 + x / k)

/-- The TPSS form of `x` at squared reduced gradient `p ≥ 0`, for `e ≥ 0`: the cubic term `e m p³`
and the rest `n` of the numerator, over `(1 + √e p)²`. -/
def tpssX (e m n p : ℝ) : ℝ := (n + e * m * p ^ 3) / (1 + √e * p) ^ 2

/-- The indicator `α = (5p/3)(1/z - 1)`, where `z ≠ 0` is the ratio of the von Weizsäcker
to the full kinetic energy density. -/
def alpha (p z : ℝ) : ℝ := 5 * p / 3 * (1 / z - 1)

/-- The TPSS variable `q_b` that stands in for the reduced Laplacian, for `z ≠ 0` and
`1 + b α (α - 1) > 0`. -/
def qb (b p z : ℝ) : ℝ :=
  9 / 20 * ((alpha p z - 1) / √(1 + b * alpha p z * (alpha p z - 1))) + 2 * p / 3

/-- The numerator of the TPSS `x` without its cubic term, on the domain of `qb` and for `k ≠ 0` and
`e ≥ 0`. -/
def tpssRest (c k b e p z : ℝ) : ℝ :=
  (10 / 81 + c * (z ^ 2 / (1 + z ^ 2) ^ 2)) * p + 146 / 2025 * qb b p z ^ 2
    - 73 / 405 * qb b p z * √(1 / 2 * (3 * z / 5) ^ 2 + 1 / 2 * p ^ 2)
    + 1 / k * (10 / 81) ^ 2 * p ^ 2 + 2 * √e * (10 / 81) * (3 * z / 5) ^ 2

/-- For `k > 0` and `x > 0` the distance of the enhancement factor from `1 + k`
is `k² / (k + x)`. -/
theorem deficit_eq {k x : ℝ} (hk : 0 < k) (hx : 0 < x) :
    1 + k - enhancement k x = k ^ 2 / (k + x) := by
  have h : 1 + x / k = (k + x) / k := by field_simp
  have h' : k + x ≠ 0 := by positivity
  unfold enhancement
  rw [h, sub_sub_cancel]
  field_simp

/-- If the numerator without its cubic term is negligible against `p³`, the ratio `x / p` for the
TPSS `x` tends to `m`, for `e > 0`. -/
theorem tpssX_div_tendsto {e m : ℝ} {N : ℝ → ℝ} (he : 0 < e)
    (hN : Tendsto (fun p => N p / p ^ 3) atTop (𝓝 0)) :
    Tendsto (fun p => tpssX e m (N p) p / p) atTop (𝓝 m) := by
  have hs : 0 < √e := Real.sqrt_pos.mpr he
  have hi : Tendsto (fun p : ℝ => p⁻¹) atTop (𝓝 0) := tendsto_inv_atTop_zero
  have h : Tendsto (fun p => (N p / p ^ 3 + e * m) / (p⁻¹ + √e) ^ 2) atTop
      (𝓝 ((0 + e * m) / (0 + √e) ^ 2)) :=
    (hN.add_const (e * m)).div ((hi.add_const (√e)).pow 2)
      (by rw [zero_add]; exact (pow_pos hs 2).ne')
  have hl : (0 + e * m) / (0 + √e) ^ 2 = m := by
    rw [zero_add, zero_add, Real.sq_sqrt he.le]
    field_simp
  rw [hl] at h
  refine h.congr' ?_
  filter_upwards [eventually_gt_atTop 0] with p hp
  have hd : p⁻¹ + √e = (1 + √e * p) / p := by field_simp
  have h1 : 1 + √e * p ≠ 0 := by positivity
  rw [hd]
  unfold tpssX
  field_simp

/-- Whenever `x` grows as `m p` with `m > 0`, the scaled distance `p (1 + k - F)` tends to
`k² / m`, for `k > 0`. -/
theorem deficit_tendsto {k m : ℝ} {x : ℝ → ℝ} (hk : 0 < k) (hm : 0 < m)
    (hx : Tendsto (fun p => x p / p) atTop (𝓝 m)) :
    Tendsto (fun p => p * (1 + k - enhancement k (x p))) atTop (𝓝 (k ^ 2 / m)) := by
  have hi : Tendsto (fun p : ℝ => p⁻¹) atTop (𝓝 0) := tendsto_inv_atTop_zero
  have h : Tendsto (fun p => k ^ 2 / (k * p⁻¹ + x p / p)) atTop
      (𝓝 (k ^ 2 / (k * 0 + m))) :=
    tendsto_const_nhds.div ((hi.const_mul k).add hx) (by simpa using hm.ne')
  rw [mul_zero, zero_add] at h
  refine h.congr' ?_
  filter_upwards [eventually_gt_atTop 0, hx.eventually (lt_mem_nhds hm)] with p hp hxp
  have hx0 : 0 < x p := (div_pos_iff_of_pos_right hp).mp hxp
  have hd : k * p⁻¹ + x p / p = (k + x p) / p := by field_simp
  have h1 : k + x p ≠ 0 := by positivity
  rw [deficit_eq hk hx0, hd]
  field_simp

/-- The PBE factor, with `x = m p` and `k, m > 0`, has `p (1 + k - F) → k² / m`. -/
theorem pbe_tail {k m : ℝ} (hk : 0 < k) (hm : 0 < m) :
    Tendsto (fun p => p * (1 + k - enhancement k (m * p))) atTop (𝓝 (k ^ 2 / m)) := by
  refine deficit_tendsto hk hm (tendsto_const_nhds.congr' ?_)
  filter_upwards [eventually_gt_atTop 0] with p hp
  field_simp

/-- For `k, m, e > 0`, if the numerator of `x` without its cubic term is bounded by
`K (1 + p²)`, then `p (1 + k - F)` tends to `k² / m` at large reduced gradient. -/
theorem tail_of_bound {k m e K : ℝ} {N : ℝ → ℝ} (hk : 0 < k) (hm : 0 < m) (he : 0 < e)
    (hN : ∀ p, 0 ≤ p → |N p| ≤ K * (1 + p ^ 2)) :
    Tendsto (fun p => p * (1 + k - enhancement k (tpssX e m (N p) p))) atTop
      (𝓝 (k ^ 2 / m)) := by
  refine deficit_tendsto hk hm (tpssX_div_tendsto he ?_)
  have hK : 0 ≤ K := by simpa using (abs_nonneg _).trans (hN 0 le_rfl)
  have hi : Tendsto (fun p : ℝ => p⁻¹) atTop (𝓝 0) := tendsto_inv_atTop_zero
  -- for `p ≥ 1` the quotient `N / p³` is at most `2 K / p`
  refine squeeze_zero_norm' (a := fun p => 2 * K * p⁻¹) ?_
    (by simpa using hi.const_mul (2 * K))
  filter_upwards [eventually_ge_atTop 1] with p hp
  have hp0 : 0 < p := by linarith
  have h2 : 2 * K * p⁻¹ * p ^ 3 = 2 * K * p ^ 2 := by field_simp
  have h3 : 0 ≤ p ^ 2 - 1 := by nlinarith
  rw [Real.norm_eq_abs, abs_div, abs_of_pos (pow_pos hp0 3), div_le_iff₀ (pow_pos hp0 3), h2]
  nlinarith [hN p hp0.le, mul_nonneg hK h3]

/-- For `0 < b ≤ 1`, `p ≥ 0` and `0 < z ≤ 1`, the TPSS variable obeys
`q_b² ≤ (1 + p²) / b`. -/
theorem qb_sq_le {b p z : ℝ} (hb : 0 < b) (hb1 : b ≤ 1) (hp : 0 ≤ p) (hz : 0 < z)
    (hz1 : z ≤ 1) : qb b p z ^ 2 ≤ 1 / b * (1 + p ^ 2) := by
  have ha : 0 ≤ alpha p z :=
    mul_nonneg (by positivity) (sub_nonneg.mpr (one_le_one_div hz hz1))
  unfold qb
  generalize alpha p z = a at ha ⊢
  have hD : 0 < 1 + b * a * (a - 1) := by
    nlinarith [mul_nonneg hb.le (sq_nonneg (a - 1 / 2))]
  have ht : ((a - 1) / √(1 + b * a * (a - 1))) ^ 2 ≤ 1 / b := by
    rw [div_pow, Real.sq_sqrt hD.le, div_le_div_iff₀ hD hb]
    nlinarith [mul_nonneg hb.le ha]
  generalize (a - 1) / √(1 + b * a * (a - 1)) = t at ht ⊢
  have hq : 1 ≤ 1 / b := one_le_one_div hb hb1
  nlinarith [sq_nonneg (9 / 20 * t - 2 * p / 3), sq_nonneg t, sq_nonneg p,
    mul_nonneg (sub_nonneg.mpr hq) (sq_nonneg p)]

/-- For `k > 0`, `0 < b ≤ 1`, `p ≥ 0` and `0 < z ≤ 1`, the TPSS numerator without its cubic
term is bounded by a constant times `1 + p²`, with a constant independent of `z`. -/
theorem tpssRest_le {c k b e p z : ℝ} (hk : 0 < k) (hb : 0 < b) (hb1 : b ≤ 1)
    (hp : 0 ≤ p) (hz : 0 < z) (hz1 : z ≤ 1) :
    |tpssRest c k b e p z| ≤ (1 + |c| + 1 / b + 1 / k + √e) * (1 + p ^ 2) := by
  have hz2 : z ^ 2 ≤ 1 := pow_le_one₀ hz.le hz1
  have key : ∀ w q r i s Q : ℝ, 0 ≤ w → w ≤ 1 → q ^ 2 ≤ Q * (1 + p ^ 2) →
      r ^ 2 ≤ 1 + p ^ 2 → 0 ≤ i → 0 ≤ s →
      |(10 / 81 + c * w) * p + 146 / 2025 * q ^ 2 - 73 / 405 * q * r
        + i * (10 / 81) ^ 2 * p ^ 2 + 2 * s * (10 / 81) * (3 * z / 5) ^ 2|
        ≤ (1 + |c| + Q + i + s) * (1 + p ^ 2) := by
    intro w q r i s Q hw hw1 hq hr hi hs
    have hpS : p ≤ 1 + p ^ 2 := by nlinarith [sq_nonneg (p - 1)]
    have hc : |c * (w * p)| ≤ |c| * (1 + p ^ 2) := by
      rw [abs_mul, abs_of_nonneg (mul_nonneg hw hp)]
      exact mul_le_mul_of_nonneg_left ((mul_le_of_le_one_left hp hw1).trans hpS)
        (abs_nonneg c)
    obtain ⟨hc1, hc2⟩ := abs_le.mp hc
    have h1 := sq_nonneg (q - r)
    have h2 := sq_nonneg (q + r)
    have h3 := mul_nonneg hi (sq_nonneg p)
    have h4 := mul_nonneg hs (sq_nonneg p)
    have h5 := mul_nonneg hs (sq_nonneg z)
    have h6 := mul_le_mul_of_nonneg_left hz2 hs
    have h7 := sq_nonneg q
    rw [abs_le]
    constructor <;> linarith
  refine key _ _ _ _ _ _ (by positivity) ?_ (qb_sq_le hb hb1 hp hz hz1) ?_
    (by positivity) (Real.sqrt_nonneg e)
  · rw [div_le_one (by positivity)]
    nlinarith [sq_nonneg z, sq_nonneg (z ^ 2)]
  · rw [Real.sq_sqrt (by positivity)]
    nlinarith [sq_nonneg p]

/-- With the same `k` and `m`, the TPSS and PBE enhancement factors agree to order `1/p` as `p → ∞`:
`p (F_TPSS - F_PBE) → 0` for `k, m, e > 0` and `0 < b ≤ 1`, however `z` varies with `p` within
`0 < z ≤ 1`. -/
theorem tpss_pbe_agree {c k m b e : ℝ} {z : ℝ → ℝ} (hk : 0 < k) (hm : 0 < m) (he : 0 < e)
    (hb : 0 < b) (hb1 : b ≤ 1) (hz : ∀ p, 0 ≤ p → 0 < z p ∧ z p ≤ 1) :
    Tendsto (fun p => p * (enhancement k (tpssX e m (tpssRest c k b e p (z p)) p)
      - enhancement k (m * p))) atTop (𝓝 0) := by
  have h := (pbe_tail hk hm).sub (tail_of_bound (N := fun p => tpssRest c k b e p (z p))
    hk hm he (fun p hp => tpssRest_le hk hb hb1 hp (hz p hp).1 (hz p hp).2))
  rw [sub_self] at h
  refine h.congr (fun p => ?_)
  ring

/-- The next order: if the numerator without its cubic term, divided by `p²`, tends to `a`, then
`p² (F - F_PBE)` tends to `(k/m)² (a - 2 m √e) / e`, for `k, m, e > 0`. -/
theorem next_order {k m e a : ℝ} {N : ℝ → ℝ} (hk : 0 < k) (hm : 0 < m) (he : 0 < e)
    (hN : Tendsto (fun p => N p / p ^ 2) atTop (𝓝 a)) :
    Tendsto (fun p => p ^ 2 * (enhancement k (tpssX e m (N p) p) - enhancement k (m * p)))
      atTop (𝓝 ((k / m) ^ 2 * ((a - 2 * m * √e) / e))) := by
  have hs : 0 < √e := Real.sqrt_pos.mpr he
  have hi : Tendsto (fun p : ℝ => p⁻¹) atTop (𝓝 0) := tendsto_inv_atTop_zero
  have hN3 : Tendsto (fun p => N p / p ^ 3) atTop (𝓝 0) := by
    have h := hN.mul hi
    rw [mul_zero] at h
    refine h.congr' ?_
    filter_upwards [eventually_gt_atTop 0] with p hp
    field_simp
  have hx := tpssX_div_tendsto (m := m) he hN3
  -- the difference of the two arguments `x` has a finite limit
  have hd : Tendsto (fun p => tpssX e m (N p) p - m * p) atTop
      (𝓝 ((a - 2 * m * √e) / e)) := by
    have h : Tendsto (fun p => (N p / p ^ 2 - m * p⁻¹ - 2 * m * √e) / (p⁻¹ + √e) ^ 2) atTop
        (𝓝 ((a - m * 0 - 2 * m * √e) / (0 + √e) ^ 2)) :=
      ((hN.sub (hi.const_mul m)).sub_const _).div ((hi.add_const (√e)).pow 2)
        (by rw [zero_add]; exact (pow_pos hs 2).ne')
    rw [mul_zero, sub_zero, zero_add, Real.sq_sqrt he.le] at h
    refine h.congr' ?_
    filter_upwards [eventually_gt_atTop 0] with p hp
    have h1 : 1 + √e * p ≠ 0 := by positivity
    have h2 : p⁻¹ + √e = (1 + √e * p) / p := by field_simp
    have h3 : N p / p ^ 2 - m * p⁻¹ - 2 * m * √e
        = (N p - m * p - 2 * m * √e * p ^ 2) / p ^ 2 := by field_simp
    have h4 : e * m * p ^ 3 = √e ^ 2 * m * p ^ 3 := by rw [Real.sq_sqrt he.le]
    unfold tpssX
    rw [h2, h3, h4, div_pow, div_div_div_cancel_right₀ (pow_ne_zero 2 hp.ne'),
      eq_sub_iff_add_eq, div_add' _ _ _ (pow_ne_zero 2 h1)]
    congr 1
    ring
  have h : Tendsto (fun p => k ^ 2 * (tpssX e m (N p) p - m * p)
      / ((k * p⁻¹ + m) * (k * p⁻¹ + tpssX e m (N p) p / p))) atTop
      (𝓝 (k ^ 2 * ((a - 2 * m * √e) / e) / ((k * 0 + m) * (k * 0 + m)))) :=
    (hd.const_mul _).div (((hi.const_mul k).add_const m).mul ((hi.const_mul k).add hx))
      (by simpa using hm.ne')
  have hl : k ^ 2 * ((a - 2 * m * √e) / e) / ((k * 0 + m) * (k * 0 + m))
      = (k / m) ^ 2 * ((a - 2 * m * √e) / e) := by
    rw [mul_zero, zero_add, div_pow, ← sq, mul_div_right_comm]
  rw [hl] at h
  refine h.congr' ?_
  filter_upwards [eventually_gt_atTop 0, hx.eventually (lt_mem_nhds hm)] with p hp hxp
  have hx0 : 0 < tpssX e m (N p) p := (div_pos_iff_of_pos_right hp).mp hxp
  have e1 := deficit_eq hk hx0
  have e2 := deficit_eq hk (mul_pos hm hp)
  have e3 : enhancement k (tpssX e m (N p) p) - enhancement k (m * p)
      = k ^ 2 / (k + m * p) - k ^ 2 / (k + tpssX e m (N p) p) := by linarith
  rw [e3]
  generalize tpssX e m (N p) p = x at hx0 ⊢
  have h1 : k + m * p ≠ 0 := by positivity
  have h2 : k + x ≠ 0 := by positivity
  have h3 : k * p⁻¹ + m = (k + m * p) / p := by field_simp
  have h4 : k * p⁻¹ + x / p = (k + x) / p := by field_simp
  rw [h3, h4, div_sub_div _ _ h1 h2]
  field_simp
  ring

end

end TPSSExchangeTail
```

```lean
#print axioms TPSSExchangeTail.tpss_pbe_agree
#print axioms TPSSExchangeTail.next_order
```

```
'TPSSExchangeTail.tpss_pbe_agree' depends on axioms: [propext, Classical.choice, Quot.sound]
'TPSSExchangeTail.next_order' depends on axioms: [propext, Classical.choice, Quot.sound]
```

`deficit_eq` rewrites 1+k−F. `tpssX_div_tendsto` and `deficit_tendsto` take the two limits: each finds the limit of the form divided through by a power of p, then uses `congr'` to return to the original expression for large p. `pbe_tail` inserts x = m p, and `tail_of_bound` squeezes N/p³ with 2K/p.

`qb_sq_le` proves the bound on q_b², with `nlinarith` supplied with the needed squares. In `tpssRest_le`, the auxiliary `key` replaces q_b and the square root by plain variables, so the estimate becomes linear in known inequalities. `tpss_pbe_agree` subtracts the two limits. `next_order` finds the limit of x − m p (`hd`), then applies the difference formula above.
